# The cusp slope fixes the first-order error of a Gaussian-smeared contact density

Q: The Darwin terms of relativistic corrections need a density at zero distance, either electron–nucleus or electron–electron. If a narrow Gaussian replaces the delta function, we get an average near coalescence instead, and I want to know its error. You describe the density by a function of one real variable. A molecular density depends on direction too, so what have you kept?

A: Its spherical average about the coalescence point. Call it \(\rho(r)\), with \(r\ge 0\) the distance from the nucleus or between two electrons. For two electrons, the pair density is also integrated over the position of their midpoint, so that only their separation remains. A normalised spherical Gaussian only sees this average. That reduction from three dimensions to one is the step the Lean hypotheses don't cover: the formal statement starts from \(\rho\) and the radial integral

\[
A(s)=\int_0^\infty \rho(r)\,\frac{4\pi r^2e^{-r^2/s^2}}{\pi^{3/2}s^3}\,dr,\qquad s>0 .
\]

In Lean, `gaussWeight s r` is the weight, including the volume factor \(4\pi r^2\), and `smeared ρ s` is \(A(s)\). The width \(s\) is \(\sqrt2\) times the standard deviation along one Cartesian axis. The same letter \(\rho\) serves for the electron density and for the pair density, which textbooks usually write differently.

```lean
import Mathlib

open MeasureTheory Filter Set Topology Real

namespace SmearedContactDensity

noncomputable section

/-- Radial weight of a normalised three-dimensional Gaussian of width `s > 0`,
including the volume factor `4πr²`. -/
def gaussWeight (s r : ℝ) : ℝ :=
  4 * π * r ^ 2 * Real.exp (-(r ^ 2 / s ^ 2)) / (π ^ (3 / 2 : ℝ) * s ^ 3)

/-- The smeared contact density: the average of the radial density `ρ` over a Gaussian of
width `s > 0` centred at coalescence. -/
def smeared (ρ : ℝ → ℝ) (s : ℝ) : ℝ := ∫ r in Ioi 0, ρ r * gaussWeight s r

/-- The Gaussian radial weight in the reduced distance `t = r / s`. -/
def unitWeight (t : ℝ) : ℝ := 4 / √π * (t ^ 2 * Real.exp (-t ^ 2))
```

Q: What is `unitWeight` for?

A: It is the weight in the reduced distance \(t=r/s\). Put \(r=st\), \(dr=s\,dt\). Then

\[
\frac{4\pi s^2t^2e^{-t^2}}{\pi^{3/2}s^3}\,s\,dt=w(t)\,dt,\qquad
w(t)=\frac{4}{\sqrt\pi}\,t^2e^{-t^2},
\]

so \(A(s)=\int_0^\infty\rho(st)\,w(t)\,dt\). The width now appears only inside the density. The lemma `smeared_scaled` proves this with Mathlib's scaling rule for integrals over a half-line, after checking the identity between the two weights.

```lean
/-- In the reduced distance `t = r / s` the width enters only through the argument of the
density. -/
theorem smeared_scaled (ρ : ℝ → ℝ) {s : ℝ} (hs : 0 < s) :
    smeared ρ s = ∫ t in Ioi 0, ρ (s * t) * unitWeight t := by
  have hw : ∀ t, gaussWeight s (s * t) = s⁻¹ * unitWeight t := by
    intro t
    have hπ : √π ≠ 0 := (Real.sqrt_pos.2 Real.pi_pos).ne'
    have e : (s * t) ^ 2 / s ^ 2 = t ^ 2 := by field_simp
    have p : π ^ (3 / 2 : ℝ) = π * √π := by
      rw [show (3 / 2 : ℝ) = 1 + 1 / 2 by norm_num, Real.rpow_add Real.pi_pos,
        Real.rpow_one, ← Real.sqrt_eq_rpow]
    unfold gaussWeight unitWeight
    rw [e, p]
    field_simp
  have h := integral_comp_mul_left_Ioi (fun r => ρ r * gaussWeight s r) 0 hs
  simp only [mul_zero, smul_eq_mul, hw] at h
  have h2 : ∫ t in Ioi 0, ρ (s * t) * (s⁻¹ * unitWeight t)
      = s⁻¹ * ∫ t in Ioi 0, ρ (s * t) * unitWeight t := by
    rw [← integral_const_mul]
    congr 1
    funext t
    ring
  rw [h2] at h
  exact (mul_left_cancel₀ (inv_ne_zero hs.ne') h).symm
```

Q: Then the numerical factor must come from moments of \(w\).

A: Yes. With \(u=t^2\),

\[
\int_0^\infty t^ne^{-t^2}dt=\tfrac12\,\Gamma\!\left(\tfrac{n+1}{2}\right).
\]

For \(n=2\) this is \(\tfrac12\Gamma(\tfrac32)=\sqrt\pi/4\), and for \(n=3\) it is \(\tfrac12\Gamma(2)=\tfrac12\). Multiplying by \(4/\sqrt\pi\) gives

\[
\int_0^\infty w(t)\,dt=1,\qquad \int_0^\infty t\,w(t)\,dt=\frac{2}{\sqrt\pi}.
\]

`gauss_moment` supplies the general formula together with integrability; `unitWeight_mass` and `unitWeight_mean` are the two special cases.

```lean
/-- The radial moments of a Gaussian are finite and given by the Gamma function. -/
theorem gauss_moment (n : ℕ) :
    IntegrableOn (fun t : ℝ => t ^ n * Real.exp (-t ^ 2)) (Ioi 0) ∧
    ∫ t in Ioi (0 : ℝ), t ^ n * Real.exp (-t ^ 2) = 1 / 2 * Real.Gamma ((n + 1) / 2) := by
  have hn : (-1 : ℝ) < n := by
    have : (0 : ℝ) ≤ n := n.cast_nonneg
    linarith
  constructor
  · have h := integrableOn_rpow_mul_exp_neg_mul_sq one_pos hn
    simpa only [Real.rpow_natCast, neg_mul, one_mul] using h
  · have h := integral_rpow_mul_exp_neg_rpow (p := 2) two_pos hn
    simpa only [Real.rpow_natCast, Real.rpow_two] using h

/-- The reduced Gaussian weight is integrable and has total mass one. -/
theorem unitWeight_mass :
    IntegrableOn unitWeight (Ioi 0) ∧ ∫ t in Ioi 0, unitWeight t = 1 := by
  refine ⟨Integrable.const_mul (gauss_moment 2).1 (4 / √π), ?_⟩
  have hπ : √π ≠ 0 := (Real.sqrt_pos.2 Real.pi_pos).ne'
  have hG : Real.Gamma ((((2 : ℕ) : ℝ) + 1) / 2) = √π / 2 := by
    rw [show (((2 : ℕ) : ℝ) + 1) / 2 = 1 / 2 + 1 by norm_num,
      Real.Gamma_add_one (by norm_num), Real.Gamma_one_half_eq]
    ring
  simp only [unitWeight]
  rw [integral_const_mul, (gauss_moment 2).2, hG,
    show 4 / √π * (1 / 2 * (√π / 2)) = √π / √π by ring, div_self hπ]

/-- The mean reduced distance under the Gaussian weight is finite and equals `2/√π`. -/
theorem unitWeight_mean :
    IntegrableOn (fun t => t * unitWeight t) (Ioi 0) ∧
    ∫ t in Ioi 0, t * unitWeight t = 2 / √π := by
  have e : (fun t => t * unitWeight t)
      = fun t => 4 / √π * (t ^ 3 * Real.exp (-t ^ 2)) := by
    funext t
    unfold unitWeight
    ring
  rw [e]
  refine ⟨Integrable.const_mul (gauss_moment 3).1 (4 / √π), ?_⟩
  rw [integral_const_mul, (gauss_moment 3).2,
    show (((3 : ℕ) : ℝ) + 1) / 2 = 2 by norm_num, Real.Gamma_two]
  ring
```

Q: A physicist would now write \(\rho(st)\approx\rho(0)+d\,st\) and integrate, where \(d\) is the slope at zero. But the integral runs to infinity, where that expansion is useless.

A: So we need a bound valid at every distance. Let \(|\rho(r)|\le M\) for \(r\ge0\), and let \(d\) be the right derivative at zero. There is a \(\delta>0\) such that

\[
|\rho(r)-\rho(0)|\le(|d|+1)\,r\qquad(0<r<\delta).
\]

For \(r\ge\delta\), boundedness gives

\[
|\rho(r)-\rho(0)|\le 2M\le\frac{2M}{\delta}\,r .
\]

Hence \(|\rho(r)-\rho(0)|\le Cr\) for all \(r>0\), with \(C=|d|+1+2M/\delta\). The proof of `linear_bound` extracts \(\delta\) from the limit of the difference quotient and then splits into these two cases.

```lean
/-- A bounded density whose difference quotient at coalescence converges departs from its
contact value at most linearly in the distance. -/
theorem linear_bound {ρ : ℝ → ℝ} {M d : ℝ} (hM : ∀ r, 0 ≤ r → |ρ r| ≤ M)
    (h : Tendsto (fun r => (ρ r - ρ 0) / r) (𝓝[>] 0) (𝓝 d)) :
    ∃ C, ∀ r, 0 < r → |ρ r - ρ 0| ≤ C * r := by
  have hev := h.abs.eventually_lt_const (lt_add_one |d|)
  obtain ⟨δ, hδ, hsub⟩ := mem_nhdsGT_iff_exists_Ioo_subset.1 hev
  have hδ' : 0 < δ := hδ
  have hM0 : 0 ≤ M := (abs_nonneg _).trans (hM 0 le_rfl)
  have hq : 0 ≤ 2 * M / δ := by positivity
  refine ⟨|d| + 1 + 2 * M / δ, fun r hr => ?_⟩
  rcases lt_or_ge r δ with hlt | hge
  · -- close to coalescence the difference quotient is bounded
    have h1 : |(ρ r - ρ 0) / r| < |d| + 1 := hsub ⟨hr, hlt⟩
    rw [abs_div, abs_of_pos hr, div_lt_iff₀ hr] at h1
    nlinarith [mul_nonneg hq hr.le]
  · -- farther out the density itself is bounded
    have a := abs_le.1 (hM r hr.le)
    have b := abs_le.1 (hM 0 le_rfl)
    have h2 : |ρ r - ρ 0| ≤ 2 * M :=
      abs_le.2 ⟨by linarith [a.1, b.2], by linarith [a.2, b.1]⟩
    have h3 : 2 * M ≤ 2 * M / δ * r := by
      calc 2 * M = 2 * M / δ * δ := by field_simp
        _ ≤ 2 * M / δ * r := mul_le_mul_of_nonneg_left hge hq
    have h4 : 0 ≤ (|d| + 1) * r := by positivity
    nlinarith
```

Q: And the error itself?

A: Since \(w\) has total mass one,

\[
A(s)-\rho(0)=\int_0^\infty[\rho(st)-\rho(0)]\,w(t)\,dt .
\]

This is `error_eq`. Splitting the integral requires both parts to be integrable: continuity makes \(\rho(st)w(t)\) measurable, and \(M\,w(t)\) bounds its absolute value.

```lean
/-- For a bounded continuous density, the smearing error is the Gaussian average of the
departure from the contact value. -/
theorem error_eq {ρ : ℝ → ℝ} {M s : ℝ} (hc : ContinuousOn ρ (Ici 0))
    (hM : ∀ r, 0 ≤ r → |ρ r| ≤ M) (hs : 0 < s) :
    smeared ρ s - ρ 0 = ∫ t in Ioi 0, (ρ (s * t) - ρ 0) * unitWeight t := by
  have hw : Continuous unitWeight := by unfold unitWeight; fun_prop
  have hm : ContinuousOn (fun t : ℝ => s * t) (Ioi 0) := by fun_prop
  have hcomp : ContinuousOn (fun t => ρ (s * t)) (Ioi 0) :=
    hc.comp hm fun t ht => mem_Ici.2 (mul_pos hs (mem_Ioi.1 ht)).le
  have hint : IntegrableOn (fun t => ρ (s * t) * unitWeight t) (Ioi 0) := by
    refine Integrable.mono' (Integrable.const_mul unitWeight_mass.1 M)
      ((hcomp.mul hw.continuousOn).aestronglyMeasurable measurableSet_Ioi) ?_
    filter_upwards [ae_restrict_mem measurableSet_Ioi] with t ht
    have hw0 : 0 ≤ unitWeight t := by unfold unitWeight; positivity
    rw [norm_mul, Real.norm_eq_abs, Real.norm_of_nonneg hw0]
    exact mul_le_mul_of_nonneg_right (hM _ (mul_pos hs (mem_Ioi.1 ht)).le) hw0
  simp_rw [sub_mul]
  rw [integral_sub hint (Integrable.const_mul unitWeight_mass.1 (ρ 0)), integral_const_mul,
    unitWeight_mass.2, mul_one, smeared_scaled ρ hs]
```

Dividing by \(s\), we have for each fixed \(t>0\)

\[
\frac{\rho(st)-\rho(0)}{s}\,w(t)
=\frac{\rho(st)-\rho(0)}{st}\,t\,w(t)\;\longrightarrow\;d\,t\,w(t)
\qquad(s\to0^+).
\]

The absolute value of the left side is at most \(C\,t\,w(t)\), which is integrable and independent of \(s\). Dominated convergence therefore gives

\[
\lim_{s\to0^+}\frac{A(s)-\rho(0)}{s}=d\int_0^\infty t\,w(t)\,dt=\frac{2d}{\sqrt\pi}.
\]

Q: How does Lean say that, and does it demand a derivative on both sides of zero? Negative distances mean nothing here.

A: The function has type `ℝ → ℝ`, but only its values on \([0,\infty)\) matter. `ContinuousOn ρ (Ici 0)` is continuity there, `hM` is the bound by \(M\), and `HasDerivWithinAt ρ d (Ici 0) 0` says that the right derivative at zero is \(d\). The filter `𝓝[>] 0` means that \(s\) approaches zero through positive values. `Tendsto` then states the limit above.

In the proof of `smearing_error`, `hslope` turns the derivative into a limit of difference quotients. The dominated-convergence theorem asks for measurability, the bound, its integrability and the pointwise limit. The last lines insert the mean \(2/\sqrt\pi\) and use `error_eq` to return to \(A(s)\).

```lean
/-- For a bounded continuous density with right derivative `d` at coalescence, the error of
the smeared contact density divided by the width `s` tends to `2d/√π` as `s → 0⁺`. -/
theorem smearing_error {ρ : ℝ → ℝ} {M d : ℝ} (hc : ContinuousOn ρ (Ici 0))
    (hM : ∀ r, 0 ≤ r → |ρ r| ≤ M) (hd : HasDerivWithinAt ρ d (Ici 0) 0) :
    Tendsto (fun s => (smeared ρ s - ρ 0) / s) (𝓝[>] 0) (𝓝 (2 * d / √π)) := by
  have hslope : Tendsto (fun r => (ρ r - ρ 0) / r) (𝓝[>] 0) (𝓝 d) := by
    have hd' : HasDerivWithinAt ρ d (Ioi 0) 0 := hd.mono Ioi_subset_Ici_self
    have h := (hasDerivWithinAt_iff_tendsto_slope' self_notMem_Ioi).1 hd'
    exact h.congr fun x => by rw [slope_def_field, sub_zero]
  obtain ⟨C, hC⟩ := linear_bound hM hslope
  have hw : Continuous unitWeight := by unfold unitWeight; fun_prop
  -- dominated convergence for the difference quotient under the integral
  have hlim : Tendsto (fun s => ∫ t in Ioi 0, (ρ (s * t) - ρ 0) / s * unitWeight t)
      (𝓝[>] 0) (𝓝 (∫ t in Ioi 0, d * (t * unitWeight t))) := by
    refine tendsto_integral_filter_of_dominated_convergence
      (fun t => C * (t * unitWeight t)) ?_ ?_ (Integrable.const_mul unitWeight_mean.1 C) ?_
    · filter_upwards [self_mem_nhdsWithin] with s hs
      have hm : ContinuousOn (fun t : ℝ => s * t) (Ioi 0) := by fun_prop
      have hcomp : ContinuousOn (fun t => ρ (s * t)) (Ioi 0) :=
        hc.comp hm fun t ht => mem_Ici.2 (mul_pos (mem_Ioi.1 hs) (mem_Ioi.1 ht)).le
      exact (((hcomp.sub continuousOn_const).div_const s).mul
        hw.continuousOn).aestronglyMeasurable measurableSet_Ioi
    · filter_upwards [self_mem_nhdsWithin] with s hs
      filter_upwards [ae_restrict_mem measurableSet_Ioi] with t ht
      have hs' : 0 < s := hs
      have hw0 : 0 ≤ unitWeight t := by unfold unitWeight; positivity
      have hb := hC (s * t) (mul_pos hs' (mem_Ioi.1 ht))
      have hq : |ρ (s * t) - ρ 0| / s ≤ C * t := by
        rw [div_le_iff₀ hs']
        linarith
      rw [norm_mul, norm_div, Real.norm_eq_abs, Real.norm_of_nonneg hs'.le,
        Real.norm_of_nonneg hw0, ← mul_assoc]
      exact mul_le_mul_of_nonneg_right hq hw0
    · filter_upwards [ae_restrict_mem measurableSet_Ioi] with t ht
      have ht' : 0 < t := ht
      have h0 : Tendsto (fun s : ℝ => s * t) (𝓝 0) (𝓝 0) :=
        Continuous.tendsto' (by fun_prop) 0 0 (by simp)
      have h1 : Tendsto (fun s : ℝ => s * t) (𝓝[>] 0) (𝓝[>] 0) := by
        refine tendsto_nhdsWithin_iff.2 ⟨h0.mono_left nhdsWithin_le_nhds, ?_⟩
        filter_upwards [self_mem_nhdsWithin] with s hs
        exact mem_Ioi.2 (mul_pos (mem_Ioi.1 hs) ht')
      refine ((hslope.comp h1).mul_const (t * unitWeight t)).congr' ?_
      filter_upwards [self_mem_nhdsWithin] with s hs
      have hs' : s ≠ 0 := (mem_Ioi.1 hs).ne'
      have e : (ρ (s * t) - ρ 0) / (s * t) * t = (ρ (s * t) - ρ 0) / s := by
        field_simp
      simp only [Function.comp_apply]
      rw [← mul_assoc, e]
  rw [integral_const_mul, unitWeight_mean.2,
    show d * (2 / √π) = 2 * d / √π by ring] at hlim
  refine hlim.congr' ?_
  filter_upwards [self_mem_nhdsWithin] with s hs
  rw [error_eq hc hM (mem_Ioi.1 hs), ← integral_div]
  congr 1
  funext t
  ring
```

Q: Is the derivative hypothesis doing real work? Suppose I give you only a bounded continuous density.

A: Take \(\rho(r)=\min(\sqrt r,1)\), so \(\rho(0)=0\). For \(0<s\le1\), keeping only \(0<t<1\) gives

\[
\frac{A(s)-\rho(0)}{s}\ge\frac1{\sqrt s}\int_0^1\sqrt t\,w(t)\,dt ,
\]

which tends to infinity. Boundedness and continuity alone thus don't guarantee an error of order \(s\).

Q: Where does the Coulomb interaction enter? So far \(d\) could have either sign.

A: Through the cusp conditions, which are assumed, not derived from a Schrödinger equation. In atomic units, the attraction of a point nucleus of charge \(Z\) gives \(\rho'(0)=-2Z\rho(0)\) for the electron density. The repulsion between two electrons gives \(\rho'(0)=\rho(0)\) for the pair density. These slopes express how the exact wave function compensates the Coulomb singularity at coalescence.

For \(Z>0\) and \(\rho(0)>0\), the nuclear limit is \(-4Z\rho(0)/\sqrt\pi<0\). A quotient with a negative limit is eventually negative, and multiplying by \(s>0\) gives \(A(s)<\rho(0)\).

```lean
/-- A bounded continuous electron density, positive at a nucleus of charge `Z > 0` and obeying
the cusp condition `ρ'(0) = -2Zρ(0)`, is underestimated there by every sufficiently narrow
Gaussian smearing. -/
theorem nuclear_underestimate {ρ : ℝ → ℝ} {M Z : ℝ} (hc : ContinuousOn ρ (Ici 0))
    (hM : ∀ r, 0 ≤ r → |ρ r| ≤ M) (hZ : 0 < Z) (h0 : 0 < ρ 0)
    (hcusp : HasDerivWithinAt ρ (-2 * Z * ρ 0) (Ici 0) 0) :
    ∀ᶠ s in 𝓝[>] 0, smeared ρ s < ρ 0 := by
  have hneg : 2 * (-2 * Z * ρ 0) / √π < 0 :=
    div_neg_of_neg_of_pos (by nlinarith [mul_pos hZ h0]) (Real.sqrt_pos.2 Real.pi_pos)
  filter_upwards [(smearing_error hc hM hcusp).eventually_lt_const hneg,
    self_mem_nhdsWithin] with s hs hpos
  have := (div_lt_iff₀ (mem_Ioi.1 hpos)).1 hs
  linarith
```

For the pair density with \(\rho(0)>0\), the limit is \(2\rho(0)/\sqrt\pi>0\), so the inequality reverses.

```lean
/-- A bounded continuous electron-pair density, positive at coalescence and obeying the cusp
condition `ρ'(0) = ρ(0)` in atomic units, is overestimated there by every sufficiently narrow
Gaussian smearing. -/
theorem pair_overestimate {ρ : ℝ → ℝ} {M : ℝ} (hc : ContinuousOn ρ (Ici 0))
    (hM : ∀ r, 0 ≤ r → |ρ r| ≤ M) (h0 : 0 < ρ 0)
    (hcusp : HasDerivWithinAt ρ (ρ 0) (Ici 0) 0) :
    ∀ᶠ s in 𝓝[>] 0, ρ 0 < smeared ρ s := by
  have hpos' : 0 < 2 * ρ 0 / √π :=
    div_pos (by linarith) (Real.sqrt_pos.2 Real.pi_pos)
  filter_upwards [(smearing_error hc hM hcusp).eventually_const_lt hpos',
    self_mem_nhdsWithin] with s hs hpos
  have := (lt_div_iff₀ (mem_Ioi.1 hpos)).1 hs
  linarith
```

Q: For which widths?

A: For all sufficiently small ones: `∀ᶠ s in 𝓝[>] 0` means that some \(s_0>0\) exists such that the inequality holds whenever \(0<s<s_0\). The theorems give no value for \(s_0\), which depends on the density. The hypothesis \(\rho(0)>0\) makes the first-order limit non-zero, and the proofs read the sign of the error from that limit. A pair density that vanishes at coalescence, as for two electrons of parallel spin, has zero slope under this cusp condition, so it has no first-order shift. Its Gaussian average is still positive, and so still too large, but by an amount that vanishes faster than \(s\).

Q: Can I remove the linear error without knowing the slope?

A: Yes, with two widths. Write

\[
\frac{2A(s)-A(2s)-\rho(0)}{s}
=2\,\frac{A(s)-\rho(0)}{s}-2\,\frac{A(2s)-\rho(0)}{2s}.
\]

Both quotients on the right tend to \(2d/\sqrt\pi\), so the difference tends to zero. The Lean proof composes the main limit with \(s\mapsto2s\), subtracts and rearranges in the same way.

```lean
/-- For a bounded continuous density with a right derivative at coalescence, combining the
widths `s` and `2s` as `2A(s) - A(2s)` leaves an error that vanishes faster than `s`. -/
theorem two_width_extrapolation {ρ : ℝ → ℝ} {M d : ℝ} (hc : ContinuousOn ρ (Ici 0))
    (hM : ∀ r, 0 ≤ r → |ρ r| ≤ M) (hd : HasDerivWithinAt ρ d (Ici 0) 0) :
    Tendsto (fun s => (2 * smeared ρ s - smeared ρ (2 * s) - ρ 0) / s) (𝓝[>] 0) (𝓝 0) := by
  have h := smearing_error hc hM hd
  have h0 : Tendsto (fun s : ℝ => 2 * s) (𝓝 0) (𝓝 0) :=
    Continuous.tendsto' (by fun_prop) 0 0 (by simp)
  have h2 : Tendsto (fun s : ℝ => 2 * s) (𝓝[>] 0) (𝓝[>] 0) := by
    refine tendsto_nhdsWithin_iff.2 ⟨h0.mono_left nhdsWithin_le_nhds, ?_⟩
    filter_upwards [self_mem_nhdsWithin] with s hs
    exact mem_Ioi.2 (mul_pos two_pos (mem_Ioi.1 hs))
  -- the linear errors of the two widths cancel
  have key := (h.const_mul 2).sub ((h.comp h2).const_mul 2)
  rw [sub_self] at key
  refine key.congr fun s => ?_
  simp only [Function.comp_apply]
  ring

end

end SmearedContactDensity
```

Q: So what may I take into a calculation of Darwin terms?

A: For a fixed radial density that satisfies the hypotheses, \(2A(s)-A(2s)\) has an error that vanishes faster than \(s\), whatever the sign of the cusp. No particular higher power of \(s\) is claimed. The slope that matters is that of the density you actually smear: a finite expansion in smooth Gaussian orbitals has \(d=0\) at the nucleus, so its smearing error has no linear term, and its missing cusp is a separate error that this extrapolation doesn't repair.

```lean
#print axioms SmearedContactDensity.smearing_error
#print axioms SmearedContactDensity.nuclear_underestimate
#print axioms SmearedContactDensity.pair_overestimate
#print axioms SmearedContactDensity.two_width_extrapolation
```

```
'SmearedContactDensity.smearing_error' depends on axioms: [propext, Classical.choice, Quot.sound]
'SmearedContactDensity.nuclear_underestimate' depends on axioms: [propext, Classical.choice, Quot.sound]
'SmearedContactDensity.pair_overestimate' depends on axioms: [propext, Classical.choice, Quot.sound]
'SmearedContactDensity.two_width_extrapolation' depends on axioms: [propext, Classical.choice, Quot.sound]
```
